# Non-abelian Berry curvature is conjugated by a change of frame when the momentum derivatives commute

Matrix-valued functions of crystal momentum are represented here by elements of a ring $R$, whose multiplication need not commute. The ring has no points, no topology and no limits. A momentum derivative is therefore not a limit of difference quotients but a map on $R$ that respects sums and obeys the product rule. These two properties, together with the equality of mixed derivatives, are all that the transformation law of the curvature needs.

In Lean 4 with Mathlib:

```lean
import Mathlib

open MvPolynomial

namespace BerryCurvatureGauge

noncomputable section

variable {R : Type*} [Ring R]
```

## Derivatives, connection and curvature

Write $\partial_x$ and $\partial_y$ for the two derivatives, `dx` and `dy` in the code. The type `R →+ R` makes them additive, and the product rule is a separate condition in which the order of the factors is kept:

$$\partial(ab) = (\partial a)\,b + a\,(\partial b).$$

```lean
/-- The product rule for a momentum derivative acting on matrix-valued functions. -/
def IsLeibniz (d : R →+ R) : Prop := ∀ a b, d (a * b) = d a * b + a * d b
```

For a set of bands with orthonormal Bloch frame $|u_n\rangle$, the Berry connection along direction $a$ is the matrix $(A_a)_{mn} = \langle u_m|\partial_a u_n\rangle$, without a factor $i$. In this convention the curvature is

$$F = \partial_x A_y - \partial_y A_x + [A_x, A_y].$$

The sign of the commutator depends on the convention. With $\mathcal A_a = iA_a$ and $\mathcal F = iF$, the same quantity reads $\mathcal F = \partial_x\mathcal A_y - \partial_y\mathcal A_x - i[\mathcal A_x,\mathcal A_y]$. For more than one band, putting $\mathcal A$ into the formula for $F$ unchanged generally spoils the transformation law.

In the code, `Ax` and `Ay` are arbitrary elements of $R$. They are not constructed from Bloch states, so the results hold for any connection, and the existence of a smooth frame is not addressed.

```lean
/-- The non-abelian Berry curvature `d_x A_y - d_y A_x + [A_x, A_y]`. -/
def curvature (dx dy : R →+ R) (Ax Ay : R) : R :=
  dx Ay - dy Ax + (Ax * Ay - Ay * Ax)
```

A change of frame $|u'_n\rangle = \sum_m |u_m\rangle\, g_{mn}$ with a momentum-dependent unitary $g$ gives

$$A'_a = g^{-1} A_a\, g + g^{-1}\,\partial_a g.$$

The second term appears because the derivative also acts on $g$. The code takes this formula as the definition of the new connection. It asks only that $g$ be invertible, which is the meaning of the type `Rˣ`; unitarity is not required. The arrow in `↑g⁻¹` turns the inverse unit back into an element of $R$.

```lean
/-- The Berry connection after the change of frame `g`: `g⁻¹ A g + g⁻¹ d g`. -/
def gaugeConnection (d : R →+ R) (g : Rˣ) (A : R) : R :=
  (↑g⁻¹ : R) * A * (g : R) + (↑g⁻¹ : R) * d (g : R)
```

The covariant derivative of $\psi$ is $D_a\psi = \partial_a\psi + A_a\psi$. Here $\psi$ is itself an element of $R$, so in the matrix picture it is a square matrix, whose columns can be read as separate vectors of band amplitudes.

```lean
/-- The covariant derivative `d ψ + A ψ`. -/
def covariantDeriv (d : R →+ R) (A ψ : R) : R := d ψ + A * ψ
```

## The derivative of the inverse frame change

The product rule applied to $1\cdot 1 = 1$ gives $\partial 1 = \partial 1 + \partial 1$, hence $\partial 1 = 0$. Differentiating $g^{-1}g = 1$ then gives

$$\partial(g^{-1})\,g + g^{-1}\,\partial g = 0,$$

and multiplication by $g^{-1}$ from the right yields

$$\partial(g^{-1}) = -g^{-1}(\partial g)\,g^{-1}.$$

In the proof, `h1` is the vanishing of $\partial 1$, `h3` is the differentiated identity solved for its first term, and the `calc` block carries out the last multiplication.

```lean
/-- The derivative of an inverse frame change is `-g⁻¹ (d g) g⁻¹`. -/
theorem deriv_inv {d : R →+ R} (hd : IsLeibniz d) (g : Rˣ) :
    d (↑g⁻¹ : R) = -((↑g⁻¹ : R) * d (g : R) * (↑g⁻¹ : R)) := by
  -- the unit element is constant
  have h1 : d 1 = 0 := by
    have h : d (1 * 1) = d 1 * 1 + 1 * d 1 := hd 1 1
    simpa using h
  -- differentiate `g⁻¹ g = 1`
  have h2 : d ((↑g⁻¹ : R) * (g : R))
      = d (↑g⁻¹ : R) * (g : R) + (↑g⁻¹ : R) * d (g : R) := hd _ _
  rw [Units.inv_mul, h1] at h2
  have h3 : d (↑g⁻¹ : R) * (g : R) = -((↑g⁻¹ : R) * d (g : R)) :=
    eq_neg_of_add_eq_zero_left h2.symm
  calc d (↑g⁻¹ : R) = d (↑g⁻¹ : R) * (g : R) * (↑g⁻¹ : R) := by
        rw [mul_assoc, Units.mul_inv, mul_one]
    _ = -((↑g⁻¹ : R) * d (g : R) * (↑g⁻¹ : R)) := by rw [h3, neg_mul]
```

## The curvature in the new frame

With the derivative of the inverse known, the first term of the new curvature is

$$\begin{aligned}
\partial_x A'_y ={}& -g^{-1}(\partial_x g)g^{-1}A_y g + g^{-1}(\partial_x A_y)g + g^{-1}A_y\,\partial_x g\\
&- g^{-1}(\partial_x g)g^{-1}\partial_y g + g^{-1}\partial_x\partial_y g,
\end{aligned}$$

and the product of the new connections, after each inner $g\,g^{-1}$ has cancelled, is

$$\begin{aligned}
A'_xA'_y ={}& g^{-1}A_xA_y g + g^{-1}A_x\,\partial_y g\\
&+ g^{-1}(\partial_x g)g^{-1}A_y g + g^{-1}(\partial_x g)g^{-1}\partial_y g.
\end{aligned}$$

In the sum, the terms containing $(\partial_x g)g^{-1}$ cancel in pairs:

$$\partial_xA'_y + A'_xA'_y = g^{-1}(\partial_xA_y + A_xA_y)g + g^{-1}(A_y\,\partial_xg + A_x\,\partial_yg) + g^{-1}\partial_x\partial_yg.$$

The middle term is symmetric under exchange of $x$ and $y$. Subtracting the exchanged expression removes it and leaves

$$F' = g^{-1}Fg + g^{-1}(\partial_x\partial_yg - \partial_y\partial_xg).$$

The `simp only` call performs the expansion and the inner cancellations, and `abel` collects the remaining terms as a sum without reordering any product.

```lean
/-- Under a change of frame the curvature is conjugated by `g` and acquires the extra term
`g⁻¹ (d_x d_y g - d_y d_x g)`. -/
theorem curvature_gauge_general {dx dy : R →+ R} (hx : IsLeibniz dx) (hy : IsLeibniz dy)
    (g : Rˣ) (Ax Ay : R) :
    curvature dx dy (gaugeConnection dx g Ax) (gaugeConnection dy g Ay)
      = (↑g⁻¹ : R) * curvature dx dy Ax Ay * (g : R)
        + (↑g⁻¹ : R) * (dx (dy (g : R)) - dy (dx (g : R))) := by
  have hx' : ∀ a b, dx (a * b) = dx a * b + a * dx b := hx
  have hy' : ∀ a b, dy (a * b) = dy a * b + a * dy b := hy
  -- expand everything and cancel each inner `g g⁻¹`
  simp only [curvature, gaugeConnection, map_add, hx', hy', deriv_inv hx, deriv_inv hy,
    mul_add, add_mul, mul_sub, sub_mul, neg_mul, mul_assoc,
    Units.mul_inv_cancel_left]
  abel
```

Since $g^{-1}$ is invertible, the extra term vanishes exactly when $\partial_x\partial_yg = \partial_y\partial_xg$. For the forward direction the proof cancels $g^{-1}Fg$ from both sides and multiplies what is left by $g$. The criterion involves $g$ alone and is the same for every connection.

```lean
/-- The curvature transforms by conjugation with `g` exactly when the two derivatives
commute on `g`. -/
theorem curvature_gauge_iff {dx dy : R →+ R} (hx : IsLeibniz dx) (hy : IsLeibniz dy)
    (g : Rˣ) (Ax Ay : R) :
    curvature dx dy (gaugeConnection dx g Ax) (gaugeConnection dy g Ay)
      = (↑g⁻¹ : R) * curvature dx dy Ax Ay * (g : R)
      ↔ dx (dy (g : R)) = dy (dx (g : R)) := by
  rw [curvature_gauge_general hx hy]
  constructor
  · intro h
    have h0 := add_left_cancel (h.trans (add_zero _).symm)
    -- multiply the vanishing extra term by `g`
    have h1 := congrArg (fun t => (g : R) * t) h0
    simp only [Units.mul_inv_cancel_left, mul_zero] at h1
    exact sub_eq_zero.mp h1
  · intro h
    rw [h, sub_self, mul_zero, add_zero]
```

For twice continuously differentiable functions of momentum the mixed derivatives agree. The hypothesis `hc` stands for this fact and imposes it on all of $R$. The result is the covariance law

$$F' = g^{-1}Fg.$$

If $R$ is commutative, as for a single band, the law reduces to $F' = F$. With $g = e^{i\varphi}$ the connection changes by $i\,\partial_a\varphi$ and the curvature does not change at all.

```lean
/-- Gauge covariance of the non-abelian Berry curvature: for commuting derivatives, a change
of frame `g` turns `F` into `g⁻¹ F g`. -/
theorem curvature_gauge_covariant {dx dy : R →+ R} (hx : IsLeibniz dx) (hy : IsLeibniz dy)
    (hc : ∀ a, dx (dy a) = dy (dx a)) (g : Rˣ) (Ax Ay : R) :
    curvature dx dy (gaugeConnection dx g Ax) (gaugeConnection dy g Ay)
      = (↑g⁻¹ : R) * curvature dx dy Ax Ay * (g : R) :=
  (curvature_gauge_iff hx hy g Ax Ay).mpr (hc g)
```

## Covariant derivatives and their commutator

The amplitudes in the new frame are $\psi' = g^{-1}\psi$, and

$$D'_a\psi' = -g^{-1}(\partial_ag)g^{-1}\psi + g^{-1}\partial_a\psi + g^{-1}A_a\psi + g^{-1}(\partial_ag)g^{-1}\psi = g^{-1}D_a\psi.$$

The inhomogeneous term of the connection compensates the derivative of $g^{-1}$. This works for one direction at a time and needs no commuting derivatives.

```lean
/-- The covariant derivative of `g⁻¹ ψ` in the new frame is `g⁻¹` times the covariant
derivative of `ψ` in the old one. -/
theorem covariantDeriv_gauge {d : R →+ R} (hd : IsLeibniz d) (g : Rˣ) (A ψ : R) :
    covariantDeriv d (gaugeConnection d g A) ((↑g⁻¹ : R) * ψ)
      = (↑g⁻¹ : R) * covariantDeriv d A ψ := by
  have hd' : ∀ a b, d (a * b) = d a * b + a * d b := hd
  simp only [covariantDeriv, gaugeConnection, hd', deriv_inv hd, mul_add, add_mul,
    neg_mul, mul_assoc, Units.mul_inv_cancel_left]
  abel
```

Applying two covariant derivatives in succession gives

$$D_xD_y\psi = \partial_x\partial_y\psi + (\partial_xA_y)\psi + A_y\,\partial_x\psi + A_x\,\partial_y\psi + A_xA_y\psi.$$

In the difference $D_xD_y\psi - D_yD_x\psi$ the mixed derivatives cancel by `hc`, the two terms with a single derivative of $\psi$ cancel by symmetry, and $F\psi$ remains.

```lean
/-- If `dx` and `dy` commute, the commutator of the covariant derivatives along `x` and `y` is left
multiplication by the Berry curvature. -/
theorem covariantDeriv_commutator {dx dy : R →+ R} (hx : IsLeibniz dx) (hy : IsLeibniz dy)
    (hc : ∀ a, dx (dy a) = dy (dx a)) (Ax Ay ψ : R) :
    covariantDeriv dx Ax (covariantDeriv dy Ay ψ)
      - covariantDeriv dy Ay (covariantDeriv dx Ax ψ) = curvature dx dy Ax Ay * ψ := by
  have hx' : ∀ a b, dx (a * b) = dx a * b + a * dx b := hx
  have hy' : ∀ a b, dy (a * b) = dy a * b + a * dy b := hy
  simp only [covariantDeriv, curvature, map_add, hx', hy', hc ψ, mul_add, add_mul,
    sub_mul, mul_assoc]
  abel
```

## Zero curvature and gauge-invariant traces

Setting $A_x = A_y = 0$ in the covariance law gives $F = 0$ and $A'_a = g^{-1}\partial_ag$, so a connection of this form has zero curvature. The proof is this substitution followed by simplification.

```lean
/-- For commuting derivatives, a pure-gauge connection `g⁻¹ d g` has zero Berry curvature. -/
theorem curvature_pure_gauge {dx dy : R →+ R} (hx : IsLeibniz dx) (hy : IsLeibniz dy)
    (hc : ∀ a, dx (dy a) = dy (dx a)) (g : Rˣ) :
    curvature dx dy ((↑g⁻¹ : R) * dx (g : R)) ((↑g⁻¹ : R) * dy (g : R)) = 0 := by
  have h := curvature_gauge_covariant hx hy hc g 0 0
  simpa only [curvature, gaugeConnection, map_zero, mul_zero, zero_mul, zero_add,
    sub_self] using h
```

Powers of a conjugate are conjugates of powers, $(g^{-1}Fg)^n = g^{-1}F^ng$, by induction on $n$. A function with $\mathrm{tr}(ab) = \mathrm{tr}(ba)$ therefore satisfies

$$\mathrm{tr}(F'^n) = \mathrm{tr}(g^{-1}F^ng) = \mathrm{tr}(g\,g^{-1}F^n) = \mathrm{tr}(F^n).$$

Cyclicity is the only property of `tr` that is used; it need not be additive.

In electronic-structure work the frame within a group of bands is arbitrary, and the trace of the curvature is a quantity on which different choices agree, provided that the frames are twice continuously differentiable in momentum. Finite-difference formulas on a momentum mesh and integration over the Brillouin zone are not treated.

```lean
/-- For commuting derivatives, any cyclic function, such as a trace, takes the same value on the
`n`-th power of the Berry curvature before and after a change of frame. -/
theorem trace_curvature_pow_invariant {S : Type*} {dx dy : R →+ R} (hx : IsLeibniz dx)
    (hy : IsLeibniz dy) (hc : ∀ a, dx (dy a) = dy (dx a)) (tr : R → S)
    (htr : ∀ a b, tr (a * b) = tr (b * a)) (g : Rˣ) (Ax Ay : R) (n : ℕ) :
    tr (curvature dx dy (gaugeConnection dx g Ax) (gaugeConnection dy g Ay) ^ n)
      = tr (curvature dx dy Ax Ay ^ n) := by
  -- powers of a conjugate are conjugates of powers
  have hp : ∀ (F : R) (m : ℕ),
      ((↑g⁻¹ : R) * F * (g : R)) ^ m = (↑g⁻¹ : R) * F ^ m * (g : R) := by
    intro F m
    induction m with
    | zero => simp
    | succ m ih =>
      rw [pow_succ, ih, pow_succ]
      simp only [mul_assoc, Units.mul_inv_cancel_left]
  rw [curvature_gauge_covariant hx hy hc, hp, htr, Units.mul_inv_cancel_left]
```

## A two-band example with polynomial entries

A concrete ring consists of $2\times2$ matrices whose entries are complex polynomials in two momenta $k_0$ and $k_1$, written `X 0` and `X 1`. Direction $x$ belongs to $k_0$ and direction $y$ to $k_1$.

```lean
/-- Two-band matrices whose entries are polynomials in two momenta. -/
abbrev BandMatrix := Matrix (Fin 2) (Fin 2) (MvPolynomial (Fin 2) ℂ)
```

The derivatives act on each entry separately, $(\partial_iM)_{ab} = \partial M_{ab}/\partial k_i$.

```lean
/-- The entrywise partial derivative along the momentum `i`. -/
def bandDeriv (i : Fin 2) : BandMatrix →+ BandMatrix where
  toFun M := M.map (fun p => pderiv i p)
  map_zero' := Matrix.ext fun a b => by simp
  map_add' M N := Matrix.ext fun a b => by simp
```

The frame change adds $k_0$ times band one to band two:

$$g = \begin{pmatrix}1 & k_0\\ 0 & 1\end{pmatrix},\qquad g^{-1} = \begin{pmatrix}1 & -k_0\\ 0 & 1\end{pmatrix}.$$

It is invertible but not unitary, so the example illustrates the algebra and not a change between orthonormal frames.

```lean
/-- The frame change that adds the first momentum times band one to band two. -/
def shear : BandMatrixˣ where
  val := !![1, X 0; 0, 1]
  inv := !![1, -X 0; 0, 1]
  val_inv := by rw [Matrix.mul_fin_two, Matrix.one_fin_two]; simp
  inv_val := by rw [Matrix.mul_fin_two, Matrix.one_fin_two]; simp
```

Take $A_x = 0$ and $A_y = \mathrm{diag}(k_0, -k_0)$. This connection is also chosen for the algebra only: for real momenta $A_y$ is Hermitian, whereas the connection of an orthonormal frame is anti-Hermitian in the present convention. The commutator vanishes, and $F = \partial_0A_y = \mathrm{diag}(1,-1)$. In the new frame

$$F' = g^{-1}Fg = \begin{pmatrix}1 & k_0\\ 0 & -1\end{pmatrix}\begin{pmatrix}1 & k_0\\ 0 & 1\end{pmatrix} = \begin{pmatrix}1 & 2k_0\\ 0 & -1\end{pmatrix}.$$

The curvature matrix has changed, although its trace is still zero.

The theorem also establishes the hypotheses for this ring. The product rule is verified entry by entry in `hL`. For the mixed derivatives, `hD` uses that the commutator of two derivations is again a derivation; it vanishes on $k_0$ and $k_1$, hence on every polynomial. The transformed curvature then follows from the covariance theorem and the matrix product above.

```lean
/-- Entrywise momentum derivatives of two-band matrices obey the product rule and commute;
for the connection `(0, diag(k, -k))`, with `k` the first momentum, the shear changes the
curvature from `diag(1, -1)` to a matrix with off-diagonal entry `2k`. -/
theorem curvature_gauge_witness :
    IsLeibniz (bandDeriv 0) ∧ IsLeibniz (bandDeriv 1) ∧
    (∀ M, bandDeriv 0 (bandDeriv 1 M) = bandDeriv 1 (bandDeriv 0 M)) ∧
    curvature (bandDeriv 0) (bandDeriv 1) 0 !![X 0, 0; 0, -X 0] = !![1, 0; 0, -1] ∧
    curvature (bandDeriv 0) (bandDeriv 1) (gaugeConnection (bandDeriv 0) shear 0)
      (gaugeConnection (bandDeriv 1) shear !![X 0, 0; 0, -X 0])
      = !![1, 2 * X 0; 0, -1] := by
  have happ : ∀ i M a b, bandDeriv i M a b = pderiv i (M a b) := fun _ _ _ _ => rfl
  have hL : ∀ i, IsLeibniz (bandDeriv i) := by
    intro i M N
    refine Matrix.ext fun a b => ?_
    simp only [happ, Matrix.mul_apply, Matrix.add_apply, Fin.sum_univ_two, map_add,
      Derivation.leibniz, smul_eq_mul]
    ring
  -- the commutator of partial derivatives is a derivation that kills both momenta
  have hD : ⁅(pderiv 0 : Derivation ℂ (MvPolynomial (Fin 2) ℂ) (MvPolynomial (Fin 2) ℂ)),
      (pderiv 1 : Derivation ℂ (MvPolynomial (Fin 2) ℂ) (MvPolynomial (Fin 2) ℂ))⁆ = 0 := by
    refine MvPolynomial.derivation_ext fun k => ?_
    rw [Derivation.commutator_apply, pderiv_X, pderiv_X]
    simp only [Pi.single_apply]
    split_ifs <;> simp
  have hc : ∀ M, bandDeriv 0 (bandDeriv 1 M) = bandDeriv 1 (bandDeriv 0 M) := by
    intro M
    refine Matrix.ext fun a b => ?_
    have h := DFunLike.congr_fun hD (M a b)
    simp only [Derivation.commutator_apply, Derivation.zero_apply] at h
    simpa only [happ] using sub_eq_zero.mp h
  have hF : curvature (bandDeriv 0) (bandDeriv 1) 0 !![X 0, 0; 0, -X 0]
      = !![1, 0; 0, -1] := by
    simp only [curvature, map_zero, sub_zero, zero_mul, mul_zero, add_zero]
    refine Matrix.ext fun a b => ?_
    rw [happ]
    fin_cases a <;> fin_cases b <;> simp
  refine ⟨hL 0, hL 1, hc, hF, ?_⟩
  rw [curvature_gauge_covariant (hL 0) (hL 1) hc, hF]
  change (!![1, -X 0; 0, 1] : BandMatrix) * !![1, 0; 0, -1] * !![1, X 0; 0, 1] = _
  rw [Matrix.mul_fin_two, Matrix.mul_fin_two]
  refine Matrix.ext fun a b => ?_
  fin_cases a <;> fin_cases b <;> simp
  ring

end

end BerryCurvatureGauge
```

```lean
#print axioms BerryCurvatureGauge.curvature_gauge_covariant
-- 'BerryCurvatureGauge.curvature_gauge_covariant' depends on axioms: [propext]
#print axioms BerryCurvatureGauge.covariantDeriv_commutator
-- 'BerryCurvatureGauge.covariantDeriv_commutator' depends on axioms: [propext]
#print axioms BerryCurvatureGauge.curvature_pure_gauge
-- 'BerryCurvatureGauge.curvature_pure_gauge' depends on axioms: [propext]
#print axioms BerryCurvatureGauge.trace_curvature_pow_invariant
-- 'BerryCurvatureGauge.trace_curvature_pow_invariant' depends on axioms: [propext]
```
